# A Hermitian 2 × 2 matrix that commutes with σ_z and changes sign under conjugation by σ_x is a real multiple of σ_z

Let V be a 2 × 2 complex matrix, and let σ_x and σ_z be the usual Pauli matrices, with σ_z diagonal. The theorem says that V is Hermitian, commutes with σ_z and satisfies σ_x V σ_x = −V exactly when V = bσ_z for some real number b, which may be zero. For the forward direction, the proof uses commutation with σ_z and Hermiticity to remove the off-diagonal entries, the sign change under σ_x to make the diagonal entries opposite, and Hermiticity again to make them real. The converse is checked by direct calculation.

Lean 4 with Mathlib refuses this proof:

```lean
import Mathlib

open Matrix

namespace SymmetryFixesCoupling

noncomputable section

/-- The Pauli matrix `σ_x`, which exchanges the two bands. -/
def sigmaX : Matrix (Fin 2) (Fin 2) ℂ := !![0, 1; 1, 0]

/-- The Pauli matrix `σ_z`, which distinguishes the two bands by a sign. -/
def sigmaZ : Matrix (Fin 2) (Fin 2) ℂ := !![1, 0; 0, -1]

/-- A matrix `V` is Hermitian, commutes with `σ_z` and changes sign under `σ_x`
exactly when it is a real multiple of `σ_z`. -/
theorem symmetry_fixes_coupling (V : Matrix (Fin 2) (Fin 2) ℂ) :
    (V.IsHermitian ∧ V * sigmaZ = sigmaZ * V ∧ sigmaX * V * sigmaX = -V) ↔
      ∃ b : ℝ, V = (b : ℂ) • sigmaZ := by
  constructor
  · rintro ⟨hH, hz, hx⟩
    -- commuting with `σ_z` removes the off-diagonal entries
    have h01 : V 0 1 = 0 := by
      have h := congrFun (congrFun hz 0) 1
      have e1 : (V * sigmaZ) 0 1 = -V 0 1 := by
        simp [sigmaZ, Matrix.mul_apply, Fin.sum_univ_two]
      have e2 : (sigmaZ * V) 0 1 = V 0 1 := by
        simp [sigmaZ, Matrix.mul_apply, Fin.sum_univ_two]
      linear_combination (-1 / 2) * h + (1 / 2) * e1 - (1 / 2) * e2
    have h10 : V 1 0 = 0 := by
      rw [← hH.apply 1 0, h01, star_zero]
    -- the sign change under `σ_x` makes the diagonal entries opposite
    have h11 : V 1 1 = -V 0 0 := by
      have h := congrFun (congrFun hx 0) 0
      have e1 : (sigmaX * V * sigmaX) 0 0 = V 1 1 := by
        simp [sigmaX, Matrix.mul_apply, Fin.sum_univ_two]
      rw [← e1, h, Matrix.neg_apply]
    obtain ⟨b, hb⟩ := Complex.conj_eq_iff_real.mp (hH.apply 0 0)
    refine ⟨b, ?_⟩
    ext i j
    fin_cases i <;> fin_cases j <;> simp [sigmaZ, h01, h10, h11, hb]
  · rintro ⟨b, rfl⟩
    refine ⟨?_, ?_, ?_⟩
    · ext i j
      fin_cases i <;> fin_cases j <;> simp [sigmaZ]
    · rw [Matrix.smul_mul, Matrix.mul_smul]
    · ext i j
      fin_cases i <;> fin_cases j <;>
        simp [sigmaX, sigmaZ, Matrix.mul_apply, Fin.sum_univ_two]

end

end SymmetryFixesCoupling
```

Messages:

```
Main.lean:35:53: error: unsolved goals
V : Matrix (Fin 2) (Fin 2) ℂ
hH : V.IsHermitian
hz : V * sigmaZ = sigmaZ * V
hx : sigmaX * V * sigmaX = -V
h01 : V 0 1 = 0
h10 : V 1 0 = 0
h : (sigmaX * V * sigmaX) 0 0 = (-V) 0 0
⊢ (![0, 1] ᵥ* V) 1 = V 1 1
```

Diagnosis. The error is in the auxiliary equation `e1`, which says that the upper-left entry of σ_x V σ_x is `V 1 1`. The equation is true, but `simp` stops before reaching it, with `(![0, 1] ᵥ* V) 1 = V 1 1` left to prove.

Here `ᵥ*` is the product of a row vector with a matrix. Once `sigmaX` is unfolded to an explicit matrix, `simp` rewrites the matrix product `sigmaX * V`, nested inside the larger product, row by row, and its first row becomes `![0, 1] ᵥ* V`. The lemma `Matrix.mul_apply` expands entries of a product of two matrices, so it does not apply to this form, and in the goal that is left `Fin.sum_univ_two` has no visible sum to expand.

The repair gives `simp` two more definitions. `Matrix.vecMul` turns the entry into a dot product, and `dotProduct` turns that into a sum over the two indices. `Fin.sum_univ_two` can then write out the sum as `0 * V 0 1 + 1 * V 1 1`, which simplifies to `V 1 1`.

Lean accepts the file once it reads:

```diff
@@ -34,5 +34,5 @@
       have h := congrFun (congrFun hx 0) 0
       have e1 : (sigmaX * V * sigmaX) 0 0 = V 1 1 := by
-        simp [sigmaX, Matrix.mul_apply, Fin.sum_univ_two]
+        simp [sigmaX, Matrix.mul_apply, Matrix.vecMul, dotProduct, Fin.sum_univ_two]
       rw [← e1, h, Matrix.neg_apply]
     obtain ⟨b, hb⟩ := Complex.conj_eq_iff_real.mp (hH.apply 0 0)
```
